# Origin Independence of the Transition Dipole between Two Löwdin-Orthogonalized States

## Two overlapping states and their dipole matrix

Let Ψ₀ and Ψ₁ be two real, normalized, linearly independent states, for instance a ground-state determinant and an excited determinant from a ΔSCF calculation. Each was optimized separately, so they need not be orthogonal. Their overlap is s = ⟨Ψ₀|Ψ₁⟩, with |s| < 1, and the overlap matrix S has rows (1, s) and (s, 1). Indices run over 0 and 1, as in the code.

Let μ be one Cartesian component of the dipole operator, and let D be the real symmetric matrix with entries

Dᵢⱼ = ⟨Ψᵢ|μ|Ψⱼ⟩.

The diagonal entries are the state dipoles, and D₀₁ is the raw transition dipole. Displacing the coordinate origin by R along this component adds the constant c = −QR to μ, where Q is the total charge that μ describes. A constant operator has matrix elements proportional to the overlaps, so the displacement acts as

D → D + cS.

If μ contains only the electrons, Q is not zero even for a neutral molecule.

Löwdin orthogonalization replaces D by XDX, where X = S^(-1/2) is the positive inverse square root of S. The claim is that

(XDX)₀₁ = (D₀₁ − s(D₀₀ + D₁₁)/2) / (1 − s²),

and that this number is unchanged by every origin shift, whereas D₀₁ changes by cs. For two such states in a ΔSCF calculation, an origin-dependent raw transition dipole is therefore a consequence of their overlap, and symmetric orthogonalization removes it.

## Derivation from the sum and difference of the states

**The inverse square root.** The normalized vectors (1, 1)/√2 and (1, −1)/√2 are eigenvectors of S with eigenvalues 1 + s and 1 − s, both positive. Put

p = 1/√(1 + s), m = 1/√(1 − s).

The matrix with eigenvalues p and m on the same vectors has rows (a, b) and (b, a), where

a = (p + m)/2, b = (p − m)/2.

It is symmetric and positive, and XXS = 1 because p²(1 + s) = 1 and m²(1 − s) = 1.

**Uniqueness.** Let X be any symmetric positive matrix with XXS = 1, and write its entries as X₀₀ = x, X₀₁ = X₁₀ = y and X₁₁ = z. The diagonal entries of XXS = 1 read

x² + y² + s y(x + z) = 1,
y² + z² + s y(x + z) = 1.

Their difference is (x − z)(x + z) = 0. Positivity on the two normalized vectors gives (x + z)/2 + y > 0 and (x + z)/2 − y > 0. Adding these yields x + z > 0, so z = x. The 01 entry is now 2xy + s(x² + y²) = 0. Adding it to the 00 entry, and subtracting it from the 00 entry, gives

(x + y)²(1 + s) = 1, (x − y)²(1 − s) = 1.

Both x + y and x − y are positive, hence x + y = p and x − y = m. This is the matrix found above.

**The off-diagonal entry.** Multiplying out and using D₁₀ = D₀₁,

(XDX)₀₁ = ab(D₀₀ + D₁₁) + (a² + b²)D₀₁.

The coefficients are

ab = (p² − m²)/4 = −s / (2(1 − s²)),
a² + b² = (p² + m²)/2 = 1/(1 − s²),

and inserting them gives the formula.

**The origin shift.** From X(XS) = 1 it follows that (XS)X = 1, since a one-sided inverse of a finite square matrix is two-sided. Therefore

X(D + cS)X = XDX + c XSX = XDX + c·1.

Each orthogonalized state dipole moves by c, and the off-diagonal entry does not move. The raw entry becomes D₀₁ + cs.

**The coefficient s/2.** Consider the corrected quantity D₀₁ − α(D₀₀ + D₁₁) for a fixed number α. A shift changes it by cs − 2αc = c(s − 2α), which vanishes for all c exactly when α = s/2. This argument fixes the subtraction in the numerator but not the factor 1/(1 − s²), which comes from the orthogonalization.

## The matrices in Lean

The development works with real matrices throughout.

```lean
import Mathlib

open Matrix

namespace LowdinTransitionDipole

noncomputable section
```

The type `Matrix (Fin 2) (Fin 2) ℝ` holds a 2 by 2 real matrix with indices 0 and 1. The wavefunctions themselves do not appear: they enter only through s and D. Normalization is built into the unit diagonal of `overlap`.

```lean
/-- The overlap matrix of two normalized real states with mutual overlap `s`. -/
def overlap (s : ℝ) : Matrix (Fin 2) (Fin 2) ℝ := !![1, s; s, 1]
```

The next structure says what it means for X to be a positive inverse square root. Its three fields are symmetry, positivity of the quadratic form v·Xv for every nonzero v, and XXS = 1. It is stated for any finite index type `n`.

```lean
/-- `X` is a positive inverse square root of `S`: it is symmetric, its quadratic form is
positive, and its square inverts `S`. -/
structure IsInvSqrt {n : Type*} [Fintype n] [DecidableEq n] (S X : Matrix n n ℝ) : Prop where
  isSymm : X.IsSymm
  pos : ∀ v : n → ℝ, v ≠ 0 → 0 < v ⬝ᵥ (X *ᵥ v)
  sq_mul : X * X * S = 1
```

The explicit candidate has entries (p + m)/2 on the diagonal and (p − m)/2 off it.

```lean
/-- The explicit Löwdin matrix `S^(-1/2)` of two states with overlap `s`, for `|s| < 1`. -/
def invSqrtOverlap (s : ℝ) : Matrix (Fin 2) (Fin 2) ℝ :=
  !![((Real.sqrt (1 + s))⁻¹ + (Real.sqrt (1 - s))⁻¹) / 2,
     ((Real.sqrt (1 + s))⁻¹ - (Real.sqrt (1 - s))⁻¹) / 2;
     ((Real.sqrt (1 + s))⁻¹ - (Real.sqrt (1 - s))⁻¹) / 2,
     ((Real.sqrt (1 + s))⁻¹ + (Real.sqrt (1 - s))⁻¹) / 2]
```

The orthogonalized dipole matrix is the product XDX with this explicit X. Lean assigns it a value for every real s, but it has the intended meaning only for |s| < 1, which the theorems about it assume.

```lean
/-- The dipole matrix `S^(-1/2) D S^(-1/2)` in the Löwdin-orthogonalized pair of states,
for `|s| < 1`. -/
def lowdinDipole (s : ℝ) (D : Matrix (Fin 2) (Fin 2) ℝ) : Matrix (Fin 2) (Fin 2) ℝ :=
  invSqrtOverlap s * D * invSqrtOverlap s
```

## The explicit matrix is S^(-1/2)

Two facts about positive numbers come first. For t > 0, the number 1/√t is positive and its square inverts t.

```lean
/-- For `t > 0` the number `1/√t` is positive and its square inverts `t`. -/
theorem inv_sqrt_spec {t : ℝ} (ht : 0 < t) :
    0 < (Real.sqrt t)⁻¹ ∧ (Real.sqrt t)⁻¹ ^ 2 * t = 1 := by
  refine ⟨inv_pos.mpr (Real.sqrt_pos.mpr ht), ?_⟩
  rw [inv_pow, Real.sq_sqrt ht.le, inv_mul_cancel₀ ht.ne']
```

Such a number is unique. If a and b are both positive and a²t = b²t = 1, then (a − b)(a + b)t = 0, and the last two factors are positive.

```lean
/-- Two positive numbers whose squares both invert the same `t > 0` are equal. -/
theorem pos_root_unique {a b t : ℝ} (ha : 0 < a) (hb : 0 < b) (ht : 0 < t)
    (h1 : a ^ 2 * t = 1) (h2 : b ^ 2 * t = 1) : a = b := by
  have h : (a - b) * ((a + b) * t) = 0 := by linear_combination h1 - h2
  have hpos : 0 < (a + b) * t := by positivity
  rcases mul_eq_zero.mp h with h | h
  · linarith
  · linarith
```

The theorem `isInvSqrt_overlap_iff` states that, for |s| < 1, a matrix X satisfies `IsInvSqrt (overlap s) X` if and only if it equals `invSqrtOverlap s`. One direction is uniqueness and the other is existence, so later statements about `lowdinDipole` concern the genuine S^(-1/2).

The `generalize` steps replace the two inverse roots by p and m, keeping only their positivity and the equations for their squares. In the uniqueness direction, `q1` and `q2` are the positivity conditions on the sum and difference vectors, taken without the factor 1/√2, which does not affect the sign. The equations `e00`, `e01` and `e11` are entries of XXS = 1. They give equal diagonal entries, and then `pos_root_unique` identifies x + y with p and x − y with m.

In the existence direction, positivity follows from

v·Xv = (p(v₀ + v₁)² + m(v₀ − v₁)²)/2,

because v₀ + v₁ and v₀ − v₁ cannot both vanish for a nonzero v.

```lean
/-- For `|s| < 1` the explicit Löwdin matrix is the one and only positive inverse square root
of the overlap matrix. -/
theorem isInvSqrt_overlap_iff {s : ℝ} (hs : |s| < 1) (X : Matrix (Fin 2) (Fin 2) ℝ) :
    IsInvSqrt (overlap s) X ↔ X = invSqrtOverlap s := by
  obtain ⟨hl, hr⟩ := abs_lt.mp hs
  have hplus : 0 < 1 + s := by linarith
  have hminus : 0 < 1 - s := by linarith
  obtain ⟨hp, h1⟩ := inv_sqrt_spec hplus
  obtain ⟨hm, h2⟩ := inv_sqrt_spec hminus
  unfold invSqrtOverlap
  generalize (Real.sqrt (1 + s))⁻¹ = p at hp h1 ⊢
  generalize (Real.sqrt (1 - s))⁻¹ = m at hm h2 ⊢
  constructor
  · intro h
    have hsym : X 1 0 = X 0 1 := h.isSymm.apply 0 1
    -- positivity on the sum and the difference of the two states
    have q1 := h.pos ![1, 1] (fun h0 => by simpa using congrFun h0 0)
    have q2 := h.pos ![1, -1] (fun h0 => by simpa using congrFun h0 0)
    have e00 := congrFun (congrFun h.sq_mul 0) 0
    have e01 := congrFun (congrFun h.sq_mul 0) 1
    have e11 := congrFun (congrFun h.sq_mul 1) 1
    simp [Matrix.mulVec, dotProduct, Fin.sum_univ_two, hsym] at q1 q2
    simp [overlap, Matrix.mul_apply, Fin.sum_univ_two, hsym] at e00 e01 e11
    -- the two diagonal entries agree
    have hz : X 1 1 = X 0 0 := by
      have h0 : (X 0 0 - X 1 1) * (X 0 0 + X 1 1) = 0 := by
        linear_combination e00 - e11
      rcases mul_eq_zero.mp h0 with h0 | h0
      · linarith
      · linarith
    rw [hz] at e00 e01 q1 q2
    have ep : X 0 0 + X 0 1 = p :=
      pos_root_unique (by linarith) hp hplus (by linear_combination e00 + e01) h1
    have em : X 0 0 - X 0 1 = m :=
      pos_root_unique (by linarith) hm hminus (by linear_combination e00 - e01) h2
    ext i j
    fin_cases i <;> fin_cases j
    · change X 0 0 = (p + m) / 2
      linarith
    · change X 0 1 = (p - m) / 2
      linarith
    · change X 1 0 = (p - m) / 2
      linarith
    · change X 1 1 = (p + m) / 2
      linarith
  · rintro rfl
    refine ⟨?_, ?_, ?_⟩
    · ext i j
      fin_cases i <;> fin_cases j <;> rfl
    · intro v hv
      have e : v ⬝ᵥ (!![(p + m) / 2, (p - m) / 2; (p - m) / 2, (p + m) / 2] *ᵥ v)
          = (p * (v 0 + v 1) ^ 2 + m * (v 0 - v 1) ^ 2) / 2 := by
        simp [Matrix.mulVec, dotProduct, Fin.sum_univ_two]
        ring
      rw [e]
      have n1 := mul_nonneg hp.le (sq_nonneg (v 0 + v 1))
      have n2 := mul_nonneg hm.le (sq_nonneg (v 0 - v 1))
      by_cases h : v 0 + v 1 = 0
      · have hd : v 0 - v 1 ≠ 0 := by
          intro h'
          apply hv
          ext i
          fin_cases i
          · change v 0 = 0
            linarith
          · change v 1 = 0
            linarith
        have := mul_pos hm (sq_pos_iff.mpr hd)
        linarith
      · have := mul_pos hp (sq_pos_iff.mpr h)
        linarith
    · ext i j
      fin_cases i <;> fin_cases j <;>
        simp [overlap, Matrix.mul_apply, Fin.sum_univ_two]
      · linear_combination (h1 + h2) / 2
      · linear_combination (h1 - h2) / 2
      · linear_combination (h1 - h2) / 2
      · linear_combination (h1 + h2) / 2
```

## Shift, closed form and the coefficient s/2

The shift identity holds for any finite number of states. Its hypothesis `IsInvSqrt S X` supplies the inverse square root; in the general case its existence is assumed, and for two states the previous theorem provides it. The proof regroups XXS = 1 as X(XS) = 1, uses `mul_eq_one_comm` to exchange the factors, and expands the product.

```lean
/-- For any finite number of states, the origin shift `D → D + c S` adds `c` times the identity
to the Löwdin-orthogonalized dipole matrix. -/
theorem orthogonalized_shift {n : Type*} [Fintype n] [DecidableEq n] {S X : Matrix n n ℝ}
    (h : IsInvSqrt S X) (D : Matrix n n ℝ) (c : ℝ) :
    X * (D + c • S) * X = X * D * X + c • (1 : Matrix n n ℝ) := by
  have hX : X * S * X = 1 := by
    have h0 := h.sq_mul
    rw [mul_assoc] at h0
    exact mul_eq_one_comm.mp h0
  rw [mul_add, add_mul, Matrix.mul_smul, Matrix.smul_mul, hX]
```

The closed form needs |s| < 1 and a symmetric D. The auxiliary equations `hA` and `hB` say that p²(1 − s²) = 1 − s and m²(1 − s²) = 1 + s. After multiplication by the nonzero denominator, the entry is a linear expression in p² and m². The final `linear_combination` weights `hA` and `hB` by the coefficients of p² and m², which is the evaluation of ab and a² + b² in another grouping.

```lean
/-- The transition dipole between the two Löwdin-orthogonalized states is the raw one minus `s`
times the mean of the two state dipoles, divided by `1 - s²`. -/
theorem lowdinDipole_offDiag {s : ℝ} (hs : |s| < 1) {D : Matrix (Fin 2) (Fin 2) ℝ}
    (hD : D.IsSymm) :
    lowdinDipole s D 0 1 = (D 0 1 - s * (D 0 0 + D 1 1) / 2) / (1 - s ^ 2) := by
  obtain ⟨hl, hr⟩ := abs_lt.mp hs
  have hplus : 0 < 1 + s := by linarith
  have hminus : 0 < 1 - s := by linarith
  have hne : 1 - s ^ 2 ≠ 0 := by
    have := mul_pos hplus hminus
    intro h0
    nlinarith
  have hsym : D 1 0 = D 0 1 := hD.apply 0 1
  obtain ⟨-, h1⟩ := inv_sqrt_spec hplus
  obtain ⟨-, h2⟩ := inv_sqrt_spec hminus
  unfold lowdinDipole invSqrtOverlap
  generalize (Real.sqrt (1 + s))⁻¹ = p at h1 ⊢
  generalize (Real.sqrt (1 - s))⁻¹ = m at h2 ⊢
  have hA : p ^ 2 * (1 - s ^ 2) = 1 - s := by linear_combination (1 - s) * h1
  have hB : m ^ 2 * (1 - s ^ 2) = 1 + s := by linear_combination (1 + s) * h2
  rw [eq_div_iff hne]
  -- expand both products into entries before evaluating the explicit ones
  simp only [Matrix.mul_apply, Fin.sum_univ_two]
  simp [hsym]
  linear_combination ((D 0 0 + D 1 1) / 4 + D 0 1 / 2) * hA
    + (D 0 1 / 2 - (D 0 0 + D 1 1) / 4) * hB
```

Under the same two hypotheses, |s| < 1 and a symmetric D, the main theorem joins three statements: the closed form, the invariance of the Löwdin entry for every real c, and the change of the raw entry by `c * s`. That a displaced origin acts as D → D + cS is the physical input explained at the start; Lean works with the matrix transformation. The invariance follows from `orthogonalized_shift`, since the identity matrix has a zero in position 01.

```lean
/-- The Löwdin transition dipole has the stated closed form and is unchanged under every origin
shift `D → D + c S`, whereas the raw transition dipole changes by `c s`. -/
theorem lowdin_transition_dipole {s : ℝ} (hs : |s| < 1) {D : Matrix (Fin 2) (Fin 2) ℝ}
    (hD : D.IsSymm) :
    lowdinDipole s D 0 1 = (D 0 1 - s * (D 0 0 + D 1 1) / 2) / (1 - s ^ 2) ∧
    ∀ c : ℝ, lowdinDipole s (D + c • overlap s) 0 1 = lowdinDipole s D 0 1 ∧
      (D + c • overlap s) 0 1 = D 0 1 + c * s := by
  refine ⟨lowdinDipole_offDiag hs hD, fun c => ⟨?_, ?_⟩⟩
  · have hX := (isInvSqrt_overlap_iff hs (invSqrtOverlap s)).mpr rfl
    unfold lowdinDipole
    rw [orthogonalized_shift hX]
    simp
  · simp [overlap]
```

The last theorem characterizes α. It holds for every real s and every real 2 by 2 matrix D, symmetric or not. For the forward direction the single shift c = 1 is enough, as it gives s − 2α = 0.

```lean
/-- Subtracting `α` times the sum of the two state dipoles from the raw transition dipole gives
an origin-independent number exactly when `α = s/2`. -/
theorem origin_independent_iff (s α : ℝ) (D : Matrix (Fin 2) (Fin 2) ℝ) :
    (∀ c : ℝ, (D + c • overlap s) 0 1
        - α * ((D + c • overlap s) 0 0 + (D + c • overlap s) 1 1)
      = D 0 1 - α * (D 0 0 + D 1 1)) ↔ α = s / 2 := by
  have e01 : ∀ c : ℝ, (D + c • overlap s) 0 1 = D 0 1 + c * s := by
    intro c
    simp [overlap]
  have e00 : ∀ c : ℝ, (D + c • overlap s) 0 0 = D 0 0 + c := by
    intro c
    simp [overlap]
  have e11 : ∀ c : ℝ, (D + c • overlap s) 1 1 = D 1 1 + c := by
    intro c
    simp [overlap]
  constructor
  · intro h
    -- a unit shift already fixes the coefficient
    have h1 := h 1
    rw [e01, e00, e11] at h1
    linarith
  · intro h c
    rw [e01, e00, e11, h]
    ring

end

end LowdinTransitionDipole
```

```lean
#print axioms LowdinTransitionDipole.lowdin_transition_dipole
-- 'LowdinTransitionDipole.lowdin_transition_dipole' depends on axioms: [propext, Classical.choice, Quot.sound]
#print axioms LowdinTransitionDipole.origin_independent_iff
-- 'LowdinTransitionDipole.origin_independent_iff' depends on axioms: [propext, Classical.choice, Quot.sound]
```

## Numerical use and the Gram–Schmidt alternative

In a ΔSCF calculation with two determinants, s and D₀₁ are evaluated between determinants built from different orbital sets, using the rules for nonorthogonal determinants. The two state dipoles are ordinary expectation values. The formula is then applied to each Cartesian component separately. For more than two states, a program typically diagonalizes S, forms X from the inverse square roots of its eigenvalues, and computes XDX. With Kohn–Sham determinants, s and D₀₁ are matrix elements between non-interacting reference states rather than interacting wavefunctions, so the result inherits that approximation.

A small example, in arbitrary dipole units, shows the cancellation. Take s = 0.1, D₀₀ = 2, D₁₁ = 4 and D₀₁ = 0.5. The Löwdin value is (0.5 − 0.3)/0.99 ≈ 0.202. A shift with c = 10 changes the raw transition dipole to 1.5 and the state dipoles to 12 and 14. The Löwdin value becomes (1.5 − 1.3)/0.99, the same number. Recomputing with a displaced origin is thus a simple check on an implementation.

The orthogonalization could also have been modelled by the Gram–Schmidt procedure, keeping Ψ₀ and replacing Ψ₁ by (Ψ₁ − sΨ₀)/√(1 − s²). The transition dipole would then be

(D₀₁ − sD₀₀)/√(1 − s²).

This is origin-independent too, but it treats the two states unequally and generally has a different value. Origin independence alone therefore does not select Löwdin's prescription; the coefficient s/2 is singled out only among corrections that weight both state dipoles equally.
